# For exponential s shells with unequal decay rates, the Becke-Johnson term without its prefactor falls strictly towards the smallest rate

## Orbitals, weights and the prefactor

The Becke-Johnson exchange potential adds to an exchange-hole potential a correction \(C\,B\), where, for one spin channel and in atomic units,

\[
B=\sqrt{\frac{\sum_i n_i|\nabla\psi_i|^2}{\sum_i n_i|\psi_i|^2}},\qquad C=\frac1\pi\sqrt{\frac5{12}} .
\]

Here \(\psi_i\) are the normalised orbitals and \(n_i\) their occupations. The question is how \(B\) behaves as one moves outwards through the shells of an atom, and what remains of it far away.

Each shell \(i\) is modelled by one nodeless s-type orbital \(\varphi_i(r)=e^{-k_i r}\) with decay rate \(k_i>0\), all on the same centre. The letter \(k\) is a decay rate here, not a wave vector. Since \(\varphi_i\) is not normalised, the weight \(a_i>0\) carries both occupation and norm: \(\psi_i=\sqrt{k_i^3/\pi}\,\varphi_i\), so \(a_i=n_ik_i^3/\pi\). There are finitely many shells, at least one, and

\[
B(r)^2=\frac{\sum_i a_i\varphi_i'(r)^2}{\sum_i a_i\varphi_i(r)^2},\qquad w_i(r)=a_ie^{-2k_ir}.
\]

The numerator has no factor \(1/2\). A code that stores \(\tau=\tfrac12\sum_i n_i|\nabla\psi_i|^2\) must use \(2\tau\) in its place.

## Slope, plateau bound and limit

The squared term is the density-weighted average of the squared rates, and its slope is known exactly:

\[
B^2=\frac{\sum_i w_ik_i^2}{\sum_i w_i},\qquad
\frac{d(B^2)}{dr}=-\frac{\sum_{i,j}w_iw_j(k_i-k_j)^2(k_i+k_j)}{\left(\sum_i w_i\right)^2}.
\]

For every shell \(j\),

\[
|B(r)^2-k_j^2|\le\sum_i\frac{a_i}{a_j}\,|k_i^2-k_j^2|\,e^{-2(k_i-k_j)r}.
\]

Let \(m\) be a shell with the smallest rate; several shells may share it. Then \(B(r)\to k_m\) as \(r\to\infty\). If the rates are not all equal, \(B\) is also strictly decreasing and \(B(r)>k_m\) at every radius.

## Density cutoffs and the zero of the potential

In this model of single-exponential shells, the correction tends to \(Ck_m\) and not to zero. A code that compares orbital energies with a vacuum level has to account for that constant.

The limit also matters where a code screens small densities. Numerator and denominator both vanish exponentially while their ratio stays finite. Setting the correction to zero below a density threshold therefore introduces a jump of more than \(Ck_m\) when the rates differ. For the model itself, the underflow of the denominator is avoided by absorbing a common factor \(e^{2k_mr}\) into the exponents of both sums before they are evaluated, because the denominator then stays at least \(a_m\).

## From orbital slopes to the limit

Since \(\varphi_i'=-k_i\varphi_i\) and \(\varphi_i^2=e^{-2k_ir}\), the numerator of \(B^2\) is \(\sum_i w_ik_i^2\) and the denominator is \(\sum_i w_i\). This is the average above.

Write \(S_n=\sum_i w_ik_i^n\). From \(w_i'=-2k_iw_i\) follows \(S_n'=-2S_{n+1}\), and the quotient rule gives

\[
\frac{d}{dr}\frac{S_2}{S_0}=\frac{-2S_3S_0+2S_2S_1}{S_0^2}.
\]

Expanding the pair factor,

\[
(k_i-k_j)^2(k_i+k_j)=k_i^3-k_i^2k_j-k_ik_j^2+k_j^3,
\]

and summing with \(w_iw_j\) gives \(2(S_3S_0-S_2S_1)\), which is the stated slope. The sum runs over ordered pairs. Restricting it to \(i<j\) without restoring a factor 2 halves the slope.

Every term of the pair sum is non-negative. If \(k_p\ne k_q\), the term \((p,q)\) is positive, so \(B^2\) has negative slope everywhere. Because \(B\ge0\), \(B\) itself is strictly decreasing.

For the plateau bound, subtract \(k_j^2\) from the average:

\[
B^2-k_j^2=\frac{\sum_i w_i(k_i^2-k_j^2)}{\sum_i w_i}.
\]

Take absolute values inside the numerator and use \(\sum_i w_i\ge w_j\) in the denominator. The ratio \(w_i/w_j=(a_i/a_j)e^{-2(k_i-k_j)r}\) then gives the bound.

Now set \(j=m\). Terms with \(k_i=k_m\) are zero, and the others decay exponentially. Hence \(B^2\to k_m^2\), and \(B\to k_m\) because \(k_m>0\). A decreasing function is nowhere below its limit, so for unequal rates \(B(r)>B(r+1)\ge k_m\).

The smallest case with a step has two shells, \(k_1>k_2\). Rearranging the average gives

\[
B^2=k_2^2+\frac{k_1^2-k_2^2}{1+e^{2(k_1-k_2)(r-r_*)}},\qquad r_*=\frac{\ln(a_1/a_2)}{2(k_1-k_2)}.
\]

This is a smooth step centred where the two shell densities are equal. It lies at positive radius if \(a_1>a_2\). With a single shell there is no step, and \(B=k_1\) everywhere.

## Lean source for the shell model

```lean
import Mathlib

open Filter Topology

namespace BeckeJohnsonShells

noncomputable section

variable {ι : Type*} [Fintype ι]

/-- The radial s-type orbital `exp (-κ r)` with decay rate `κ`. -/
def orbital (κ r : ℝ) : ℝ := Real.exp (-κ * r)

/-- The density of shells with weights `a i` and decay rates `k i`. -/
def density (a k : ι → ℝ) (r : ℝ) : ℝ := ∑ i, a i * orbital (k i) r ^ 2

/-- The kinetic energy density (without the factor one half): the weighted sum of the squared
orbital slopes. -/
def kinetic (a k : ι → ℝ) (r : ℝ) : ℝ := ∑ i, a i * deriv (orbital (k i)) r ^ 2

/-- The Becke-Johnson term, without its universal prefactor: the square root of kinetic energy
density over density, meant for positive density. -/
def bj (a k : ι → ℝ) (r : ℝ) : ℝ := √(kinetic a k r / density a k r)

/-- The contribution `a exp (-2 κ r)` of one shell to the density. -/
def weight (a κ r : ℝ) : ℝ := a * Real.exp (-2 * κ * r)

/-- A shell with positive weight contributes a positive density at every radius. -/
lemma weight_pos {a : ℝ} (ha : 0 < a) (κ r : ℝ) : 0 < weight a κ r :=
  mul_pos ha (Real.exp_pos _)

/-- For positive shell weights, the squared Becke-Johnson term is the average of the squared decay
rates, each shell counted by its share of the density. -/
theorem bj_sq {a : ι → ℝ} (ha : ∀ i, 0 < a i) (k : ι → ℝ) (r : ℝ) :
    bj a k r ^ 2 =
      (∑ i, weight (a i) (k i) r * k i ^ 2) / ∑ i, weight (a i) (k i) r := by
  have horb : ∀ κ : ℝ, orbital κ r ^ 2 = Real.exp (-2 * κ * r) := by
    intro κ
    unfold orbital
    rw [sq, ← Real.exp_add]
    congr 1
    ring
  have hder : ∀ κ : ℝ, deriv (orbital κ) r = -κ * orbital κ r := by
    intro κ
    have h : HasDerivAt (orbital κ) (Real.exp (-κ * r) * (-κ * 1)) r :=
      ((hasDerivAt_id r).const_mul (-κ)).exp
    rw [h.deriv]
    unfold orbital
    ring
  have hd : density a k r = ∑ i, weight (a i) (k i) r :=
    Finset.sum_congr rfl fun i _ => by rw [horb, weight]
  have ht : kinetic a k r = ∑ i, weight (a i) (k i) r * k i ^ 2 :=
    Finset.sum_congr rfl fun i _ => by rw [hder, mul_pow, horb, weight]; ring
  rw [bj, hd, ht, Real.sq_sqrt]
  exact div_nonneg
    (Finset.sum_nonneg fun i _ => mul_nonneg (weight_pos (ha i) _ _).le (sq_nonneg _))
    (Finset.sum_nonneg fun i _ => (weight_pos (ha i) _ _).le)

/-- A sum over pairs of shells expressed through the weighted moments of the decay rates. -/
lemma pair_sum (w k : ι → ℝ) :
    ∑ i, ∑ j, w i * w j * ((k i - k j) ^ 2 * (k i + k j)) =
      2 * ((∑ i, w i * k i ^ 3) * (∑ i, w i) - (∑ i, w i * k i ^ 2) * ∑ i, w i * k i) := by
  calc _ = ∑ i, ∑ j, ((w i * k i ^ 3) * w j - (w i * k i ^ 2) * (w j * k j)
          - (w i * k i) * (w j * k j ^ 2) + w i * (w j * k j ^ 3)) :=
        Finset.sum_congr rfl fun i _ => Finset.sum_congr rfl fun j _ => by ring
    _ = _ := by
        simp only [Finset.sum_add_distrib, Finset.sum_sub_distrib, ← Finset.mul_sum,
          ← Finset.sum_mul]
        ring

/-- The exact slope of the squared Becke-Johnson term for positive shell weights: each pair of
shells contributes through the squared difference of its decay rates. -/
theorem hasDerivAt_bj_sq [Nonempty ι] {a : ι → ℝ} (ha : ∀ i, 0 < a i) (k : ι → ℝ) (r : ℝ) :
    HasDerivAt (fun s => bj a k s ^ 2)
      (-(∑ i, ∑ j, weight (a i) (k i) r * weight (a j) (k j) r *
        ((k i - k j) ^ 2 * (k i + k j))) / (∑ i, weight (a i) (k i) r) ^ 2) r := by
  have hw : ∀ i, HasDerivAt (fun s => weight (a i) (k i) s)
      (-2 * k i * weight (a i) (k i) r) r := by
    intro i
    have h : HasDerivAt (fun s => weight (a i) (k i) s)
        (a i * (Real.exp (-2 * k i * r) * (-2 * k i * 1))) r :=
      (((hasDerivAt_id r).const_mul (-2 * k i)).exp).const_mul (a i)
    exact h.congr_deriv (by unfold weight; ring)
  have hpos : 0 < ∑ i, weight (a i) (k i) r :=
    Finset.sum_pos (fun i _ => weight_pos (ha i) _ _) Finset.univ_nonempty
  have hN := HasDerivAt.fun_sum (u := Finset.univ) fun i _ => (hw i).mul_const (k i ^ 2)
  have hD := HasDerivAt.fun_sum (u := Finset.univ) fun i _ => hw i
  have e3 : ∑ i, -2 * k i * weight (a i) (k i) r * k i ^ 2
      = -2 * ∑ i, weight (a i) (k i) r * k i ^ 3 := by
    rw [Finset.mul_sum]
    exact Finset.sum_congr rfl fun i _ => by ring
  have e1 : ∑ i, -2 * k i * weight (a i) (k i) r
      = -2 * ∑ i, weight (a i) (k i) r * k i := by
    rw [Finset.mul_sum]
    exact Finset.sum_congr rfl fun i _ => by ring
  -- quotient rule, then the pair identity for the numerator
  rw [funext (bj_sq ha k)]
  refine (hN.fun_div hD hpos.ne').congr_deriv ?_
  rw [e3, e1, pair_sum (fun i => weight (a i) (k i) r) k]
  congr 1
  ring

/-- With positive weights and positive decay rates that are not all equal, the Becke-Johnson term
strictly decreases with the radius. -/
theorem bj_strictAnti {a k : ι → ℝ} (ha : ∀ i, 0 < a i) (hk : ∀ i, 0 < k i)
    (hne : ∃ i j, k i ≠ k j) : StrictAnti (bj a k) := by
  obtain ⟨p, q, hpq⟩ := hne
  have : Nonempty ι := ⟨p⟩
  have hsq : StrictAnti fun s => bj a k s ^ 2 := by
    apply strictAnti_of_deriv_neg
    intro r
    rw [(hasDerivAt_bj_sq ha k r).deriv]
    have h0 : ∀ i j, 0 ≤ weight (a i) (k i) r * weight (a j) (k j) r *
        ((k i - k j) ^ 2 * (k i + k j)) := fun i j =>
      mul_nonneg (mul_pos (weight_pos (ha i) _ _) (weight_pos (ha j) _ _)).le
        (mul_nonneg (sq_nonneg _) (add_pos (hk i) (hk j)).le)
    -- the pair of shells with different rates makes the slope nonzero
    have hgap : 0 < (k p - k q) ^ 2 :=
      lt_of_le_of_ne (sq_nonneg _) (pow_ne_zero 2 (sub_ne_zero.mpr hpq)).symm
    have h1 : 0 < weight (a p) (k p) r * weight (a q) (k q) r *
        ((k p - k q) ^ 2 * (k p + k q)) :=
      mul_pos (mul_pos (weight_pos (ha p) _ _) (weight_pos (ha q) _ _))
        (mul_pos hgap (add_pos (hk p) (hk q)))
    refine div_neg_of_neg_of_pos (neg_neg_of_pos ?_) (pow_pos
      (Finset.sum_pos (fun i _ => weight_pos (ha i) _ _) Finset.univ_nonempty) 2)
    exact Finset.sum_pos' (fun i _ => Finset.sum_nonneg fun j _ => h0 i j)
      ⟨p, Finset.mem_univ p, Finset.sum_pos' (fun j _ => h0 p j) ⟨q, Finset.mem_univ q, h1⟩⟩
  intro r s hrs
  exact lt_of_pow_lt_pow_left₀ 2 (Real.sqrt_nonneg _) (hsq hrs)

/-- Plateau estimate for positive weights: the squared Becke-Johnson term differs from the squared
decay rate of shell `j` by at most the sum of the mismatches in squared rate of all shells, each
multiplied by the density of that shell relative to shell `j`. -/
theorem bj_plateau {a : ι → ℝ} (ha : ∀ i, 0 < a i) (k : ι → ℝ) (j : ι) (r : ℝ) :
    |bj a k r ^ 2 - k j ^ 2| ≤
      ∑ i, a i / a j * |k i ^ 2 - k j ^ 2| * Real.exp (-2 * (k i - k j) * r) := by
  have hw : ∀ i, 0 < weight (a i) (k i) r := fun i => weight_pos (ha i) _ _
  have hpos : 0 < ∑ i, weight (a i) (k i) r :=
    Finset.sum_pos (fun i _ => hw i) ⟨j, Finset.mem_univ j⟩
  have hle : weight (a j) (k j) r ≤ ∑ i, weight (a i) (k i) r :=
    Finset.single_le_sum (f := fun i => weight (a i) (k i) r)
      (fun i _ => (hw i).le) (Finset.mem_univ j)
  have hdiff : bj a k r ^ 2 - k j ^ 2 =
      (∑ i, weight (a i) (k i) r * (k i ^ 2 - k j ^ 2)) / ∑ i, weight (a i) (k i) r := by
    rw [bj_sq ha, eq_div_iff hpos.ne', sub_mul, div_mul_cancel₀ _ hpos.ne']
    simp only [mul_sub, Finset.sum_sub_distrib, ← Finset.sum_mul]
    ring
  have habs : |∑ i, weight (a i) (k i) r * (k i ^ 2 - k j ^ 2)| ≤
      ∑ i, weight (a i) (k i) r * |k i ^ 2 - k j ^ 2| := by
    refine (Finset.abs_sum_le_sum_abs _ _).trans (le_of_eq ?_)
    exact Finset.sum_congr rfl fun i _ => by rw [abs_mul, abs_of_pos (hw i)]
  rw [hdiff, abs_div, abs_of_pos hpos]
  -- keep only shell `j` in the denominator
  refine (div_le_div₀ ((abs_nonneg _).trans habs) habs (hw j) hle).trans (le_of_eq ?_)
  rw [Finset.sum_div]
  refine Finset.sum_congr rfl fun i _ => ?_
  have he : Real.exp (-2 * (k i - k j) * r) =
      Real.exp (-2 * k i * r) / Real.exp (-2 * k j * r) := by
    rw [← Real.exp_sub]
    congr 1
    ring
  rw [he]
  unfold weight
  ring

/-- For positive weights and rates, the Becke-Johnson term tends to the smallest decay rate as the
radius grows. -/
theorem bj_tendsto {a k : ι → ℝ} (ha : ∀ i, 0 < a i) (hk : ∀ i, 0 < k i)
    (m : ι) (hm : ∀ i, k m ≤ k i) : Tendsto (bj a k) atTop (𝓝 (k m)) := by
  -- the plateau estimate for the slowest shell tends to zero term by term
  have hbound : Tendsto (fun r => ∑ i, a i / a m * |k i ^ 2 - k m ^ 2| *
      Real.exp (-2 * (k i - k m) * r)) atTop (𝓝 0) := by
    suffices hterm : ∀ i, Tendsto (fun r => a i / a m * |k i ^ 2 - k m ^ 2| *
        Real.exp (-2 * (k i - k m) * r)) atTop (𝓝 0) by
      have hsum := tendsto_finsetSum Finset.univ fun i _ => hterm i
      rwa [Finset.sum_const_zero] at hsum
    intro i
    rcases (hm i).eq_or_lt with h | h
    · simp [← h]
    · have hc : -2 * (k i - k m) < 0 := by linarith
      have he : Tendsto (fun r : ℝ => Real.exp (-2 * (k i - k m) * r)) atTop (𝓝 0) :=
        Real.tendsto_exp_atBot.comp (tendsto_id.const_mul_atTop_of_neg hc)
      have h2 := he.const_mul (a i / a m * |k i ^ 2 - k m ^ 2|)
      rwa [mul_zero] at h2
  have hsq : Tendsto (fun r => bj a k r ^ 2) atTop (𝓝 (k m ^ 2)) := by
    rw [tendsto_iff_dist_tendsto_zero]
    exact squeeze_zero (fun _ => dist_nonneg)
      (fun r => by rw [Real.dist_eq]; exact bj_plateau ha k m r) hbound
  have h := (Real.continuous_sqrt.tendsto (k m ^ 2)).comp hsq
  rw [Real.sqrt_sq (hk m).le] at h
  exact h.congr fun r => Real.sqrt_sq (Real.sqrt_nonneg _)

/-- For positive weights and positive decay rates, not all equal, the Becke-Johnson term strictly
decreases, stays above the smallest decay rate and tends to it. -/
theorem bj_shell_steps {a k : ι → ℝ} (ha : ∀ i, 0 < a i) (hk : ∀ i, 0 < k i)
    (hne : ∃ i j, k i ≠ k j) (m : ι) (hm : ∀ i, k m ≤ k i) :
    StrictAnti (bj a k) ∧ (∀ r, k m < bj a k r) ∧ Tendsto (bj a k) atTop (𝓝 (k m)) := by
  have hanti := bj_strictAnti ha hk hne
  have hlim := bj_tendsto ha hk m hm
  refine ⟨hanti, fun r => ?_, hlim⟩
  exact (hanti.antitone.le_of_tendsto hlim (r + 1)).trans_lt (hanti (lt_add_one r))

/-- If all shells, with positive weights, share one positive decay rate, the Becke-Johnson term
equals that rate at every radius. -/
theorem bj_const_of_equal_rates [Nonempty ι] {a k : ι → ℝ} (ha : ∀ i, 0 < a i)
    {κ : ℝ} (hκ : 0 < κ) (hk : ∀ i, k i = κ) (r : ℝ) : bj a k r = κ := by
  obtain ⟨j⟩ := ‹Nonempty ι›
  have h := bj_plateau ha k j r
  rw [Finset.sum_eq_zero fun i _ => by simp [hk]] at h
  have h0 := abs_nonpos_iff.mp h
  rw [hk j] at h0
  exact (sq_eq_sq₀ (Real.sqrt_nonneg _) hκ.le).1 (sub_eq_zero.mp h0)

end

end BeckeJohnsonShells
```

```lean
#print axioms BeckeJohnsonShells.bj_shell_steps
#print axioms BeckeJohnsonShells.bj_const_of_equal_rates
```

```
'BeckeJohnsonShells.bj_shell_steps' depends on axioms: [propext, Classical.choice, Quot.sound]
'BeckeJohnsonShells.bj_const_of_equal_rates' depends on axioms: [propext, Classical.choice, Quot.sound]
```

## What the theorems say about the shells

The finite type `ι` labels the shells, and `a` and `k` assign each its weight and rate. `orbital` is the radial function, and `kinetic` uses its actual derivative, `deriv (orbital (k i)) r`. The weighted average is thus a theorem, `bj_sq`, and not part of the definition. `bj` is \(B\) itself, so the prefactor \(C\) is not included, and `weight` is \(w_i\), the shell's contribution to the density, as distinct from the constant `a i`.

The hypothesis `ha` says that every listed shell is occupied, and `hk` that every orbital decays outwards. `hne` supplies two shells with different rates, and `hm` says that shell `m` has the smallest one. Under these four hypotheses `bj_shell_steps` states three things: `StrictAnti (bj a k)`, that is, strict decrease; the strict lower bound `k m < bj a k r`; and convergence to `k m` as `r` grows.

The slope formula and the plateau bound need only positive weights, and the limit does not need unequal rates. If all rates equal one positive number, `bj_const_of_equal_rates` shows that \(B\) is constant, so strict decrease then fails.

The variable `r` ranges over all real numbers, with the same exponential continued to negative values. Only \(r\ge0\) is physical, and at \(r=0\) the derivative is the outward radial slope at the cusp.

## How Lean reaches the slope and the limit

`bj_sq` computes the orbital's square and derivative, rewrites both sums, and removes the square root after checking that the quotient is non-negative. `pair_sum` is the moment identity: `ring` expands each pair term, and the sum lemmas factor the double sums. `hasDerivAt_bj_sq` differentiates the sums term by term, applies the quotient rule and inserts that identity.

In `bj_strictAnti`, `h0` makes all pair terms non-negative and `h1` makes one of them positive. `strictAnti_of_deriv_neg` then gives strict decrease of the square, which passes to the non-negative `bj`.

`bj_plateau` follows the subtraction above, with `hle` keeping only shell `j` in the denominator. `bj_tendsto` treats equal and larger rates separately, squeezes the squared term with `squeeze_zero`, and takes the root by continuity. `bj_shell_steps` obtains the strict bound by comparing `r` with `r + 1`. For equal rates, every term of the plateau bound is zero, which fixes the constant.

## Flat regions and real atoms

Strict decrease alone does not produce visible plateaus. The bound places \(B^2\) near \(k_j^2\) at radii where its right-hand side is small, and an intermediate shell may have no such radius.

The model replaces the occupied orbitals of a real atom by single exponentials. Single exponentials on one centre are positive everywhere, so they overlap and cannot be mutually orthogonal, as the occupied Kohn-Sham orbitals of one spin channel are. Kohn-Sham orbitals can also have nodes, polynomial factors and angular parts, and nothing here establishes that \(B\) is monotonic for them. The theorems also concern real numbers, so they give no bound on rounding or grid errors in a computed \(B\).
